# For t > 0 and S² ≠ 0, the powers (1 − tS²)^k converge to the singlet projector exactly when t < 2/L, with L the largest eigenvalue of S²

A trial state of several electron spins often mixes multiplicities, and one wants its singlet part. Applying 1 − tS² leaves a singlet unchanged and multiplies an eigenstate of S² with eigenvalue d by 1 − td. Repetition should remove everything but the singlet, provided that the step t is not too large. In a finite-dimensional spin space and exact arithmetic, the bound on t is sharp.

The general theorem replaces S² by a nonzero positive semidefinite complex matrix A and the singlets by ker A. The finite type `n` labels an orthonormal basis.

```lean
import Mathlib

open Matrix Filter Topology
open scoped ComplexOrder

namespace SingletFiltering

noncomputable section

variable {n : Type*} [Fintype n] [DecidableEq n]
```

`eigenvalueSet A` contains the real numbers that have a nonzero eigenvector.

```lean
/-- The real eigenvalues of a matrix: numbers that possess a nonzero eigenvector. -/
def eigenvalueSet (A : Matrix n n ℂ) : Set ℝ :=
  {x | ∃ v : n → ℂ, v ≠ 0 ∧ A *ᵥ v = (x : ℂ) • v}
```

The target P is Hermitian and idempotent, and its fixed vectors are exactly ker A.

```lean
/-- `P` is the orthogonal projector onto the kernel of `A`. -/
structure IsKernelProjector (A P : Matrix n n ℂ) : Prop where
  hermitian : P.IsHermitian
  idem : P * P = P
  range : ∀ v, P *ᵥ v = v ↔ A *ᵥ v = 0

/-- One filtering step `1 - t A`. -/
def filterStep (A : Matrix n n ℂ) (t : ℝ) : Matrix n n ℂ := 1 - (t : ℂ) • A
```

## A is positive semidefinite

Physically, A is an observable with no negative values. By hand, this gives

A = U D U†, D = diag(dᵢ), dᵢ ≥ 0,

(1 − tA)^k = U diag((1 − tdᵢ)^k) U†.

With a negative eigenvalue, 1 − tdᵢ would exceed 1 and the powers would diverge for every t > 0.

`rotated U e` is the matrix U diag(e) U†. The next two lemmas reduce products and subtraction from 1 to the diagonal entries.

```lean
/-- The matrix `U diag(e) U†`. -/
def rotated (U : Matrix n n ℂ) (e : n → ℂ) : Matrix n n ℂ := U * diagonal e * Uᴴ

/-- Matrices diagonal in the same orthonormal basis multiply entry by entry. -/
theorem rotated_mul {U : Matrix n n ℂ} (h : Uᴴ * U = 1) (e f : n → ℂ) :
    rotated U e * rotated U f = rotated U (fun i => e i * f i) := by
  unfold rotated
  calc U * diagonal e * Uᴴ * (U * diagonal f * Uᴴ)
      = U * diagonal e * (Uᴴ * U) * diagonal f * Uᴴ := by simp only [Matrix.mul_assoc]
    _ = U * diagonal (fun i => e i * f i) * Uᴴ := by
      rw [h, Matrix.mul_one, Matrix.mul_assoc U, diagonal_mul_diagonal]

/-- Subtracting from the identity acts on the diagonal entries. -/
theorem rotated_one_sub {U : Matrix n n ℂ} (h : U * Uᴴ = 1) (c : n → ℂ) :
    rotated U (fun i => 1 - c i) = 1 - rotated U c := by
  have e : diagonal (fun i => 1 - c i) = 1 - diagonal c := by
    ext i j
    by_cases hij : i = j <;> simp [one_apply, hij]
  unfold rotated
  rw [e, Matrix.mul_sub, Matrix.mul_one, Matrix.sub_mul, h]
```

`spectral_form` takes U and dᵢ from Mathlib's spectral theorem and checks that each column of U is an eigenvector, so each dᵢ lies in `eigenvalueSet A`.

```lean
/-- A positive semidefinite matrix is diagonal in an orthonormal basis, with nonnegative
eigenvalues as entries. -/
theorem spectral_form {A : Matrix n n ℂ} (hA : A.PosSemidef) :
    ∃ (U : Matrix n n ℂ) (d : n → ℝ), Uᴴ * U = 1 ∧ U * Uᴴ = 1 ∧ (∀ i, 0 ≤ d i) ∧
      (∀ i, d i ∈ eigenvalueSet A) ∧ A = rotated U (fun i => (d i : ℂ)) := by
  obtain ⟨U, d, h2, hd, hAe⟩ : ∃ (U : Matrix n n ℂ) (d : n → ℝ), U * Uᴴ = 1 ∧
      (∀ i, 0 ≤ d i) ∧ A = rotated U (fun i => (d i : ℂ)) := by
    refine ⟨hA.1.eigenvectorUnitary, hA.1.eigenvalues,
      mem_unitaryGroup_iff.1 hA.1.eigenvectorUnitary.2, hA.eigenvalues_nonneg, ?_⟩
    have h := hA.1.spectral_theorem
    rw [Unitary.conjStarAlgAut_apply] at h
    exact h
  have h1 : Uᴴ * U = 1 := mul_eq_one_comm.1 h2
  refine ⟨U, d, h1, h2, hd, fun i => ⟨U *ᵥ Pi.single i 1, fun h0 => ?_, ?_⟩, hAe⟩
  · have h3 : Uᴴ *ᵥ (U *ᵥ Pi.single i 1) = 0 := by rw [h0, mulVec_zero]
    rw [mulVec_mulVec, h1, one_mulVec] at h3
    have h4 := congrFun h3 i
    simp at h4
  · have e : diagonal (fun i => (d i : ℂ)) *ᵥ Pi.single i 1
        = (d i : ℂ) • (Pi.single i 1 : n → ℂ) := by
      ext j
      rw [mulVec_diagonal, Pi.smul_apply, smul_eq_mul]
      by_cases hj : j = i
      · rw [hj]
      · simp [hj]
    rw [hAe, rotated, mulVec_mulVec, Matrix.mul_assoc (U * _), h1, Matrix.mul_one,
      ← mulVec_mulVec, e, mulVec_smul]
```

## P is the orthogonal projector onto ker A

Let pᵢ = 1 if dᵢ = 0 and pᵢ = 0 otherwise, and let Q = U diag(pᵢ) U†. Q is Hermitian and idempotent. Since AQ = 0, Qv = v implies Av = 0. Conversely, if Av = 0, multiplying by the inverses of the nonzero dᵢ gives (1 − Q)v = 0.

```lean
/-- Keeping exactly the eigenvectors of eigenvalue zero gives the projector onto the kernel. -/
theorem rotated_kernelProjector {U : Matrix n n ℂ} (d : n → ℝ) (h1 : Uᴴ * U = 1)
    (h2 : U * Uᴴ = 1) : IsKernelProjector (rotated U (fun i => (d i : ℂ)))
      (rotated U (fun i => if d i = 0 then 1 else 0)) := by
  refine ⟨?_, ?_, fun v => ⟨fun h => ?_, fun h => ?_⟩⟩
  · have hg : star (fun i => if d i = 0 then (1 : ℂ) else 0)
        = fun i => if d i = 0 then (1 : ℂ) else 0 := by
      funext i
      by_cases h : d i = 0 <;> simp [h]
    unfold rotated Matrix.IsHermitian
    rw [conjTranspose_mul, conjTranspose_mul, conjTranspose_conjTranspose,
      diagonal_conjTranspose, hg, Matrix.mul_assoc]
  · rw [rotated_mul h1]
    congr 1
    funext i
    by_cases h : d i = 0 <;> simp [h]
  · have e : (fun i => (d i : ℂ) * (if d i = 0 then 1 else 0)) = fun _ => 0 := by
      funext i
      by_cases h : d i = 0 <;> simp [h]
    rw [← h, mulVec_mulVec, rotated_mul h1, e]
    simp [rotated]
  · -- the pseudo-inverse times the matrix is the complementary projector
    have e : (fun i => (d i : ℂ)⁻¹ * (d i : ℂ))
        = fun i => 1 - (if d i = 0 then (1 : ℂ) else 0) := by
      funext i
      by_cases h : d i = 0 <;> simp [h]
    have h3 := congrArg (fun w => rotated U (fun i => (d i : ℂ)⁻¹) *ᵥ w) h
    simp only [mulVec_mulVec, mulVec_zero] at h3
    rw [rotated_mul h1, e, rotated_one_sub h2, sub_mulVec, one_mulVec] at h3
    exact (sub_eq_zero.1 h3).symm
```

Any P with the same three properties equals Q. Each maps into ker A, which the other fixes, so PQ = Q and QP = P. Hence

P = QP = (PQ)† = Q† = Q.

Without Hermiticity, P could be an oblique projector onto the same kernel, which is not the limit.

```lean
/-- The orthogonal projector onto the kernel is unique. -/
theorem kernelProjector_unique {A P Q : Matrix n n ℂ} (hP : IsKernelProjector A P)
    (hQ : IsKernelProjector A Q) : P = Q := by
  have key : ∀ {P Q : Matrix n n ℂ}, IsKernelProjector A P → IsKernelProjector A Q →
      P * Q = Q := by
    intro P Q hP hQ
    have h : ∀ w, (P * Q) *ᵥ w = Q *ᵥ w := fun w => by
      rw [← mulVec_mulVec]
      exact (hP.range _).2 ((hQ.range _).1 (by rw [mulVec_mulVec, hQ.idem]))
    ext i j
    simpa using congrFun (h (Pi.single j 1)) i
  calc P = Q * P := (key hQ hP).symm
    _ = (P * Q)ᴴ := by rw [conjTranspose_mul, hP.hermitian.eq, hQ.hermitian.eq]
    _ = Q := by rw [key hP hQ, hQ.hermitian.eq]
```

## L is the largest eigenvalue

`IsGreatest` says two things, and each serves one direction of the criterion tL < 2. That L is an eigenvalue, Av = Lv with v ≠ 0, makes the bound necessary. Put r = 1 − tL. If tL ≥ 2, then r ≤ −1 and

(1 − tA)^k v = r^k v,

‖r^(k+1) v − r^k v‖ = |r|^k |r − 1| ‖v‖ ≥ 2‖v‖.

Successive iterates of a convergent sequence would approach each other, so there is no limit of any kind. The proof runs this argument on one nonzero component of v.

```lean
/-- If `t L ≥ 2` for some eigenvalue `L`, the powers of the filtering step have no limit. -/
theorem no_limit {A : Matrix n n ℂ} {L t : ℝ} (hL : L ∈ eigenvalueSet A) (h : 2 ≤ t * L)
    (Q : Matrix n n ℂ) : ¬ Tendsto (fun k : ℕ => filterStep A t ^ k) atTop (𝓝 Q) := by
  intro hQ
  obtain ⟨v, hv, hAv⟩ := hL
  obtain ⟨i, hi⟩ := Function.ne_iff.1 hv
  obtain ⟨r, hr⟩ : ∃ r : ℝ, r = 1 - t * L := ⟨_, rfl⟩
  have hstep : filterStep A t *ᵥ v = (r : ℂ) • v := by
    simp only [filterStep, sub_mulVec, one_mulVec, smul_mulVec, hAv, hr,
      Complex.ofReal_sub, Complex.ofReal_mul, Complex.ofReal_one]
    module
  have hpow : ∀ k : ℕ, filterStep A t ^ k *ᵥ v = (r : ℂ) ^ k • v := by
    intro k
    induction k with
    | zero => simp
    | succ k ih =>
      rw [pow_succ (filterStep A t), ← mulVec_mulVec, hstep, mulVec_smul, ih, smul_smul,
        pow_succ']
  have hc : Continuous fun M : Matrix n n ℂ => (M *ᵥ v) i :=
    (continuous_apply i).comp (continuous_id.matrix_mulVec continuous_const)
  have h1 := (hc.tendsto Q).comp hQ
  have h2 := ((h1.comp (tendsto_add_atTop_nat 1)).sub h1).norm
  rw [sub_self, norm_zero] at h2
  have hr1 : 1 ≤ ‖(r : ℂ)‖ := by
    rw [Complex.norm_real, Real.norm_eq_abs]
    linarith [neg_le_abs r]
  have hr2 : 2 ≤ ‖(r : ℂ) - 1‖ := by
    rw [show (r : ℂ) - 1 = ((r - 1 : ℝ) : ℂ) by simp, Complex.norm_real, Real.norm_eq_abs]
    linarith [neg_le_abs (r - 1)]
  -- successive iterates stay at least a fixed distance apart
  have h3 : 2 * ‖v i‖ ≤ 0 := by
    refine ge_of_tendsto' h2 fun k => ?_
    simp only [Function.comp_apply, hpow, Pi.smul_apply, smul_eq_mul]
    rw [show (r : ℂ) ^ (k + 1) * v i - (r : ℂ) ^ k * v i = (r : ℂ) ^ k * ((r : ℂ) - 1) * v i
      by ring, norm_mul, norm_mul, norm_pow]
    have h4 : 1 ≤ ‖(r : ℂ)‖ ^ k := one_le_pow₀ hr1
    exact mul_le_mul_of_nonneg_right (by nlinarith) (norm_nonneg _)
  have h5 : 0 < ‖v i‖ := norm_pos_iff.2 hi
  linarith
```

That no eigenvalue exceeds L makes the bound sufficient: if tL < 2, every dᵢ > 0 satisfies

−1 < 1 − tL ≤ 1 − tdᵢ < 1,

so its power tends to 0, while dᵢ = 0 gives 1 for every k. The limit is Q = P. With a smaller eigenvalue in place of L, a higher component could survive or grow.

## A is nonzero and t is positive

If A ≠ 0, some dᵢ is positive, so L > 0 and t < 2/L means tL < 2. For A = 0 the powers are all 1 = P and converge for every t, but Lean sets 2/0 = 0 and the equivalence fails.

Positivity of t gives 1 − tdᵢ < 1. At t = 0 nothing is filtered; for t < 0 the unwanted components grow.

```lean
/-- For a nonzero positive semidefinite `A` with largest eigenvalue `L` and `t > 0`, the powers
`(1 - t A)^k` converge to the orthogonal projector onto `ker A` if and only if `t < 2 / L`. -/
theorem filter_tendsto_iff {A P : Matrix n n ℂ} {L t : ℝ} (hA : A.PosSemidef) (h0 : A ≠ 0)
    (hL : IsGreatest (eigenvalueSet A) L) (hP : IsKernelProjector A P) (ht : 0 < t) :
    Tendsto (fun k : ℕ => filterStep A t ^ k) atTop (𝓝 P) ↔ t < 2 / L := by
  obtain ⟨U, d, h1, h2, hd, hmem, hAe⟩ := spectral_form hA
  have hdL : ∀ i, d i ≤ L := fun i => hL.2 (hmem i)
  have hLpos : 0 < L := by
    by_contra hc
    have e : (fun i => (d i : ℂ)) = fun _ => 0 := by
      funext i
      have : d i = 0 := le_antisymm ((hdL i).trans (not_lt.1 hc)) (hd i)
      simp [this]
    apply h0
    rw [hAe, e]
    simp [rotated]
  rw [lt_div_iff₀ hLpos]
  refine ⟨fun h => ?_, fun h => ?_⟩
  · by_contra hc
    exact no_limit hL.1 (not_lt.1 hc) P h
  · have hQ := rotated_kernelProjector d h1 h2
    rw [← hAe] at hQ
    rw [kernelProjector_unique hP hQ]
    have step : filterStep A t = rotated U (fun i => 1 - (t : ℂ) * (d i : ℂ)) := by
      have e : diagonal (fun i => (t : ℂ) * (d i : ℂ))
          = (t : ℂ) • diagonal (fun i => (d i : ℂ)) := by
        ext i j
        by_cases hij : i = j <;> simp [hij]
      rw [rotated_one_sub h2, filterStep, hAe]
      unfold rotated
      rw [e, Matrix.mul_smul, Matrix.smul_mul]
    have hpow : ∀ k : ℕ, filterStep A t ^ k
        = rotated U (fun i => (1 - (t : ℂ) * (d i : ℂ)) ^ k) := by
      intro k
      induction k with
      | zero => simp [rotated, h2]
      | succ k ih =>
        rw [pow_succ, ih, step, rotated_mul h1]
        simp only [pow_succ]
    have hc : Continuous (rotated U) :=
      (continuous_const.matrix_mul continuous_id.matrix_diagonal).matrix_mul continuous_const
    simp only [hpow]
    refine (hc.tendsto _).comp (tendsto_pi_nhds.2 fun i => ?_)
    by_cases hi : d i = 0
    · simp [hi]
    · -- every nonzero eigenvalue is damped
      have hpos : 0 < d i := lt_of_le_of_ne (hd i) (Ne.symm hi)
      simp only [hi, if_false]
      apply tendsto_pow_atTop_nhds_zero_of_norm_lt_one
      rw [show 1 - (t : ℂ) * (d i : ℂ) = ((1 - t * d i : ℝ) : ℂ) by simp,
        Complex.norm_real, Real.norm_eq_abs, abs_lt]
      have h3 : t * d i ≤ t * L := mul_le_mul_of_nonneg_left (hdL i) ht.le
      have h4 : 0 < t * d i := mul_pos ht hpos
      constructor <;> linarith
```

## The spin components are Hermitian

```lean
/-- The total spin squared, `S² = Sx² + Sy² + Sz²`. -/
def spinSquared (Sx Sy Sz : Matrix n n ℂ) : Matrix n n ℂ := Sx * Sx + Sy * Sy + Sz * Sz
```

For Hermitian components,

⟨v, S²v⟩ = ‖Sx v‖² + ‖Sy v‖² + ‖Sz v‖²,

so S²v = 0 exactly when all three components annihilate v. Without Hermiticity this can fail: a nonzero nilpotent matrix can have square zero.

```lean
omit [DecidableEq n] in
/-- `S²` annihilates a state exactly when all three spin components do. -/
theorem spinSquared_mulVec_eq_zero_iff {Sx Sy Sz : Matrix n n ℂ} (hx : Sx.IsHermitian)
    (hy : Sy.IsHermitian) (hz : Sz.IsHermitian) (v : n → ℂ) :
    spinSquared Sx Sy Sz *ᵥ v = 0 ↔ Sx *ᵥ v = 0 ∧ Sy *ᵥ v = 0 ∧ Sz *ᵥ v = 0 := by
  have key : ∀ S : Matrix n n ℂ, S.IsHermitian →
      star v ⬝ᵥ ((S * S) *ᵥ v) = star (S *ᵥ v) ⬝ᵥ (S *ᵥ v) := fun S hS => by
    rw [star_mulVec, hS.eq, ← mulVec_mulVec, dotProduct_mulVec]
  constructor
  · intro h
    -- the expectation value of S² is a sum of three squared norms
    have h1 : star v ⬝ᵥ (spinSquared Sx Sy Sz *ᵥ v) = 0 := by rw [h, dotProduct_zero]
    rw [spinSquared, add_mulVec, add_mulVec, dotProduct_add, dotProduct_add,
      key Sx hx, key Sy hy, key Sz hz] at h1
    have px := dotProduct_star_self_nonneg (Sx *ᵥ v)
    have py := dotProduct_star_self_nonneg (Sy *ᵥ v)
    have pz := dotProduct_star_self_nonneg (Sz *ᵥ v)
    obtain ⟨hxy, h4⟩ := (add_eq_zero_iff_of_nonneg (add_nonneg px py) pz).1 h1
    obtain ⟨h2, h3⟩ := (add_eq_zero_iff_of_nonneg px py).1 hxy
    exact ⟨dotProduct_star_self_eq_zero.1 h2, dotProduct_star_self_eq_zero.1 h3,
      dotProduct_star_self_eq_zero.1 h4⟩
  · rintro ⟨h1, h2, h3⟩
    simp only [spinSquared, add_mulVec, ← mulVec_mulVec, h1, h2, h3, mulVec_zero, add_zero]
```

The same property makes S² positive semidefinite, and the general theorem applies. The commutation relations are not assumed; they are what makes the three matrices a spin. If there is no singlet, P = 0 and the filter removes every state.

```lean
/-- Let `P` project orthogonally onto the states annihilated by all spin components. For `t > 0`,
the powers `(1 - t S²)^k` converge to `P` if and only if `t < 2 / L`, with `L` the largest
eigenvalue of the nonzero matrix `S²`. -/
theorem singlet_filter {Sx Sy Sz P : Matrix n n ℂ} {L t : ℝ} (hx : Sx.IsHermitian)
    (hy : Sy.IsHermitian) (hz : Sz.IsHermitian) (h0 : spinSquared Sx Sy Sz ≠ 0)
    (hL : IsGreatest (eigenvalueSet (spinSquared Sx Sy Sz)) L)
    (hP : P.IsHermitian) (hPP : P * P = P)
    (hs : ∀ v, P *ᵥ v = v ↔ Sx *ᵥ v = 0 ∧ Sy *ᵥ v = 0 ∧ Sz *ᵥ v = 0) (ht : 0 < t) :
    Tendsto (fun k : ℕ => filterStep (spinSquared Sx Sy Sz) t ^ k) atTop (𝓝 P)
      ↔ t < 2 / L := by
  have sq : ∀ S : Matrix n n ℂ, S.IsHermitian → (S * S).PosSemidef := fun S hS => by
    have h := posSemidef_conjTranspose_mul_self S
    rwa [hS.eq] at h
  exact filter_tendsto_iff (((sq Sx hx).add (sq Sy hy)).add (sq Sz hz)) h0 hL
    ⟨hP, hPP, fun v => (hs v).trans (spinSquared_mulVec_eq_zero_iff hx hy hz v).symm⟩ ht
```

## Two spins one half

In units of ħ, the first three matrices below are the total spin components of a pair. The fourth is the singlet projector.

```lean
/-- Total `Sx` of two spins one half in the basis `↑↑, ↑↓, ↓↑, ↓↓`. -/
def pairSx : Matrix (Fin 4) (Fin 4) ℂ :=
  !![0, 1/2, 1/2, 0; 1/2, 0, 0, 1/2; 1/2, 0, 0, 1/2; 0, 1/2, 1/2, 0]

/-- Total `Sy` of two spins one half in the same basis. -/
def pairSy : Matrix (Fin 4) (Fin 4) ℂ :=
  !![0, -(Complex.I/2), -(Complex.I/2), 0; Complex.I/2, 0, 0, -(Complex.I/2);
    Complex.I/2, 0, 0, -(Complex.I/2); 0, Complex.I/2, Complex.I/2, 0]

/-- Total `Sz` of two spins one half in the same basis. -/
def pairSz : Matrix (Fin 4) (Fin 4) ℂ := !![1, 0, 0, 0; 0, 0, 0, 0; 0, 0, 0, 0; 0, 0, 0, -1]

/-- The projector onto the normalised combination `(↑↓ - ↓↑)/√2`. -/
def pairSinglet : Matrix (Fin 4) (Fin 4) ℂ :=
  !![0, 0, 0, 0; 0, 1/2, -(1/2), 0; 0, -(1/2), 1/2, 0; 0, 0, 0, 0]
```

Direct multiplication gives S²S² = 2S², so an eigenvalue x satisfies x² = 2x. The vector ↑↑ attains 2, hence L = 2 and the condition is t < 1. The proof also uses P = 1 − S²/2, which means that t = 1/2 reaches the projector in one step. At t = 1 the triplet components only change sign.

```lean
set_option maxHeartbeats 400000 in
/-- For two spins one half and `t > 0`, the powers `(1 - t S²)^k` converge to the projector onto
`(↑↓ - ↓↑)/√2` if and only if `t < 1`. -/
theorem singlet_filter_witness {t : ℝ} (ht : 0 < t) :
    Tendsto (fun k : ℕ => filterStep (spinSquared pairSx pairSy pairSz) t ^ k) atTop
      (𝓝 pairSinglet) ↔ t < 1 := by
  have hx : pairSx.IsHermitian := by
    ext i j
    fin_cases i <;> fin_cases j <;> simp [pairSx, conjTranspose_apply]
  have hy : pairSy.IsHermitian := by
    ext i j
    fin_cases i <;> fin_cases j <;> simp [pairSy, conjTranspose_apply, neg_div]
  have hz : pairSz.IsHermitian := by
    ext i j
    fin_cases i <;> fin_cases j <;> simp [pairSz, conjTranspose_apply]
  have hM : spinSquared pairSx pairSy pairSz
      = !![2, 0, 0, 0; 0, 1, 1, 0; 0, 1, 1, 0; 0, 0, 0, 2] := by
    ext i j
    fin_cases i <;> fin_cases j <;> apply Complex.ext <;>
      simp [spinSquared, pairSx, pairSy, pairSz] <;>
      norm_num
  have hP : pairSinglet.IsHermitian := by
    ext i j
    fin_cases i <;> fin_cases j <;> simp [pairSinglet, conjTranspose_apply]
  have hPP : pairSinglet * pairSinglet = pairSinglet := by
    ext i j
    fin_cases i <;> fin_cases j <;>
      simp [pairSinglet, Matrix.mul_apply, Fin.sum_univ_succ] <;> norm_num
  have hPM : pairSinglet = 1 - (1/2 : ℂ) • spinSquared pairSx pairSy pairSz := by
    rw [hM]
    ext i j
    fin_cases i <;> fin_cases j <;> simp [pairSinglet] <;> norm_num
  have hMM : spinSquared pairSx pairSy pairSz * spinSquared pairSx pairSy pairSz
      = (2 : ℂ) • spinSquared pairSx pairSy pairSz := by
    rw [hM]
    ext i j
    fin_cases i <;> fin_cases j <;> simp [Matrix.mul_apply, Fin.sum_univ_succ] <;> norm_num
  have h0 : spinSquared pairSx pairSy pairSz ≠ 0 := by
    intro h
    rw [hM] at h
    have h1 := congrFun (congrFun h 0) 0
    simp at h1
  have hL : IsGreatest (eigenvalueSet (spinSquared pairSx pairSy pairSz)) 2 := by
    constructor
    · refine ⟨![1, 0, 0, 0], fun h => ?_, ?_⟩
      · have h1 := congrFun h 0
        simp at h1
      · rw [hM]
        ext i
        fin_cases i <;> simp [Matrix.mulVec, dotProduct, Fin.sum_univ_succ]
    · -- S² (S² - 2) = 0 leaves only the eigenvalues 0 and 2
      rintro x ⟨v, hv, hx⟩
      obtain ⟨i, hi⟩ := Function.ne_iff.1 hv
      have h1 := congrArg (fun M => (M *ᵥ v) i) hMM
      simp only [← mulVec_mulVec, smul_mulVec, hx, mulVec_smul, Pi.smul_apply,
        smul_eq_mul] at h1
      have h2 : (x : ℂ) * x = 2 * x := mul_right_cancel₀ hi (by linear_combination h1)
      have h3 : x * x = 2 * x := by exact_mod_cast h2
      by_contra hc
      nlinarith [not_le.1 hc]
  have hs : ∀ v, pairSinglet *ᵥ v = v ↔
      pairSx *ᵥ v = 0 ∧ pairSy *ᵥ v = 0 ∧ pairSz *ᵥ v = 0 := fun v => by
    rw [← spinSquared_mulVec_eq_zero_iff hx hy hz, hPM, sub_mulVec, one_mulVec, smul_mulVec,
      sub_eq_self, smul_eq_zero]
    norm_num
  have h := singlet_filter hx hy hz h0 hL hP hPP hs ht
  rwa [div_self (two_ne_zero : (2 : ℝ) ≠ 0)] at h

end

end SingletFiltering
```

```lean
#print axioms SingletFiltering.singlet_filter
```

```
'SingletFiltering.singlet_filter' depends on axioms: [propext, Classical.choice, Quot.sound]
```
